# Orbital exchange and pair hopping in terms of $N$, $S^2$ and $L_2$

For $M$ orbitals with two spins whose operators obey the canonical anticommutation relations,

$$\sum_{pq}\left(E_{pq}E_{qp}-E_{pp}+E_{pq}^2-\delta_{pq}E_{pp}\right)=(M+3)N-N^2-4S^2-L_2 .$$

Here $c_{ps}$ and $a_{ps}$ create and annihilate an electron in orbital $p$ with spin $s$ (0 up, 1 down), $E_{pq}=\sum_s c_{ps}a_{qs}$, $N=\sum_p E_{pp}$, $S^2$ is the total spin squared with $\hbar=1$, and $L_2=-\sum_{p<q}(E_{pq}-E_{qp})^2$. The identity lets the Kanamori interaction be written through these operators when all orbitals share the same constants, exchange and pair hopping have equal strength $J$, and the repulsion within an orbital exceeds that between orbitals by $2J$. For the three real orbitals $p_x,p_y,p_z$, and with $\hbar=1$, $L_2$ is the orbital angular momentum squared of a $p$ shell, and the result is the form from which Hund's first two rules are read. Those rules also need $J>0$ and the allowed eigenvalues, which are not derived here.

## The relations and the operators built on them

The operators live in any algebra `A` over $\mathbb C$, and orbitals are numbered by `Fin M`.

In Lean 4 with Mathlib:

```lean
import Mathlib

open Finset

namespace HundExchange

noncomputable section

variable {A : Type*} [Ring A] [Algebra ℂ A] {M : ℕ}
```

`CAR` bundles three hypotheses: creators anticommute (`cc`), annihilators anticommute (`aa`), and a creator and an annihilator anticommute to 1 for the same spin orbital and to 0 otherwise (`ac`). If $c_{ps}$ is the adjoint of $a_{ps}$, the last also says that the orbitals are orthonormal, but nothing here requires it to be the adjoint.

```lean
/-- Canonical anticommutation relations for creators `c p s` and annihilators `a p s`
with orbital `p` and spin `s` (0 is up, 1 is down). -/
structure CAR {A : Type*} [Ring A] {M : ℕ} (c a : Fin M → Fin 2 → A) : Prop where
  cc : ∀ p q s t, c p s * c q t + c q t * c p s = 0
  aa : ∀ p q s t, a p s * a q t + a q t * a p s = 0
  ac : ∀ p q s t, a p s * c q t + c q t * a p s = if p = q ∧ s = t then 1 else 0
```

Besides $E_{pq}$, the derivation needs $F_{st}=\sum_p c_{ps}a_{pt}$, which changes spin and leaves the orbital alone.

```lean
/-- Spin-summed excitation operator from orbital `q` to orbital `p`. -/
def E {A : Type*} [Ring A] {M : ℕ} (c a : Fin M → Fin 2 → A) (p q : Fin M) : A :=
  ∑ s, c p s * a q s

/-- Orbital-summed operator taking spin `t` to spin `s`. -/
def F {A : Type*} [Ring A] {M : ℕ} (c a : Fin M → Fin 2 → A) (s t : Fin 2) : A :=
  ∑ p, c p s * a p t

/-- Total particle number. -/
def num {A : Type*} [Ring A] {M : ℕ} (c a : Fin M → Fin 2 → A) : A := ∑ p, E c a p p
```

With $S_+=F_{01}$ and $S_-=F_{10}$, and $\hbar=1$, the spin operators are the usual ones.

```lean
/-- The z component of the total spin. -/
def Sz (c a : Fin M → Fin 2 → A) : A := (1 / 2 : ℂ) • (F c a 0 0 - F c a 1 1)

/-- Total spin squared, `Sz² + (S₊S₋ + S₋S₊)/2`. -/
def spinSq (c a : Fin M → Fin 2 → A) : A :=
  Sz c a * Sz c a + (1 / 2 : ℂ) • (F c a 0 1 * F c a 1 0 + F c a 1 0 * F c a 0 1)

/-- The orbital operator `L2 = -∑_{p<q} (E_pq - E_qp)²`. -/
def orbSq {A : Type*} [Ring A] {M : ℕ} (c a : Fin M → Fin 2 → A) : A :=
  -∑ p, ∑ q ∈ univ.filter (fun q => p < q), (E c a p q - E c a q p) ^ 2
```

The Kanamori interaction is taken here with one density repulsion $V$, and with exchange and pair hopping of equal strength $J$. Its sums include $p=q$, which fixes the repulsion within an orbital. Forms in which that repulsion is an independent parameter are not covered.

```lean
/-- Kanamori interaction: density repulsion `V`, and exchange and pair hopping of
strength `J`, summed over all orbitals and spins. -/
def kanamori (c a : Fin M → Fin 2 → A) (V J : ℂ) : A :=
  (1 / 2 : ℂ) • ∑ p, ∑ q, ∑ s, ∑ t, (V • (c p s * c q t * a q t * a p s) +
    J • (c p s * c q t * a p t * a q s + c p s * c p t * a q t * a q s))
```

## Anticommuting annihilators: normal ordering

By hand, `ac` moves $c_{rt}$ to the left past $a_{qs'}$, and `aa` then swaps the two annihilators:

$$c_{ps}a_{qs'}c_{rt}a_{uv}=\delta_{qr}\delta_{s't}\,c_{ps}a_{uv}+c_{ps}c_{rt}a_{uv}a_{qs'} .$$

The proof supplies these relations as `h1` and `h2`, multiplied by the surrounding operators, and `noncomm_ring` checks the rest.

```lean
/-- Normal ordering of a product of two one-body hops. -/
theorem hop_mul_hop {A : Type*} [Ring A] {c a : Fin M → Fin 2 → A} (h : CAR c a)
    (p q r u : Fin M) (s s' t v : Fin 2) :
    c p s * a q s' * (c r t * a u v) =
      (if q = r ∧ s' = t then c p s * a u v else 0) + c p s * c r t * a u v * a q s' := by
  have h1 := h.ac q r s' t
  have h2 := h.aa u q v s'
  by_cases hd : q = r ∧ s' = t
  · rw [if_pos hd] at h1 ⊢
    linear_combination (norm := noncomm_ring) c p s * h1 * a u v - c p s * c r t * h2
  · rw [if_neg hd] at h1 ⊢
    linear_combination (norm := noncomm_ring) c p s * h1 * a u v - c p s * c r t * h2
```

Setting $s'=s$ and $v=t$ and summing over both spins gives $E_{pq}E_{ru}=\delta_{qr}E_{pu}+\sum_{st}c_{ps}c_{rt}a_{ut}a_{qs}$.

```lean
/-- A product of two excitation operators is a one-body term plus a normal-ordered
two-body term. -/
theorem E_mul_E {A : Type*} [Ring A] {c a : Fin M → Fin 2 → A} (h : CAR c a)
    (p q r u : Fin M) :
    E c a p q * E c a r u = (if q = r then E c a p u else 0) +
      ∑ s, ∑ t, c p s * c r t * a u t * a q s := by
  simp only [E, Fin.sum_univ_two, add_mul, mul_add, hop_mul_hop h]
  by_cases hq : q = r
  · subst hq
    simp
    abel
  · simp [hq]
    abel
```

The summed identity stated at the start survives without `aa` alone, since `cc` can reorder the creators instead and relabelling the sums then gives the same exchange term. With both `aa` and `cc` dropped it can fail. Take $M=1$ and Pauli matrices, $c_{00}=a_{00}=\sigma_x/\sqrt2$ and $c_{01}=a_{01}=\sigma_y/\sqrt2$. Then `ac` holds and $E_{00}=N=1$, but $4S^2=1$, so the left side is $0$ and the right side is $4-1-1=2$.

## The mixed relation: from orbital exchange to spin

Replacing $c_{qt}a_{pt}$ by $\delta_{pq}-a_{pt}c_{qt}$ gives

$$\sum_{pq}c_{ps}c_{qt}a_{pt}a_{qs}=F_{ss}-F_{st}F_{ts}.$$

In the proof, `key` is this replacement for one pair $p,q$, and `sum_mul_sum` collects the products.

```lean
/-- Exchange of two electrons with spins `s` and `t`, summed over orbitals, is expressed
by operators acting on spin alone. -/
theorem exchange_as_spin {A : Type*} [Ring A] {c a : Fin M → Fin 2 → A} (h : CAR c a)
    (s t : Fin 2) :
    ∑ p, ∑ q, c p s * c q t * a p t * a q s = F c a s s - F c a s t * F c a t s := by
  have key : ∀ p q, c p s * c q t * a p t * a q s =
      (if p = q then c p s * a q s else 0) - c p s * a p t * (c q t * a q s) := by
    intro p q
    have h1 := h.ac p q t t
    by_cases hpq : p = q
    · rw [if_pos ⟨hpq, rfl⟩] at h1
      rw [if_pos hpq]
      linear_combination (norm := noncomm_ring) c p s * h1 * a q s
    · rw [if_neg (fun hh => hpq hh.1)] at h1
      rw [if_neg hpq]
      linear_combination (norm := noncomm_ring) c p s * h1 * a q s
  simp only [key, sum_sub_distrib, sum_ite_eq, mem_univ, if_true, F, sum_mul_sum]
```

The normalisation in `ac` matters. For one orbital, replace each creator of a true Fermi system by twice itself, so that `cc` and `aa` still hold. On a state with one electron, $E_{00}=N=2$ and $4S^2=12$. The left side gives $4$, the right side $8-4-12=-8$.

## Squared hops need no anticommutation relation

In $\sum_{pq}(E_{pq}^2-E_{pq}E_{qp})$ the diagonal vanishes. The terms $(p,q)$ and $(q,p)$ add up to $(E_{pq}-E_{qp})^2$, so the sum is $-L_2$. The step `pairs` folds the double sum onto $p<q$.

```lean
/-- The squared excitation operators sum to the products `E_pq E_qp` minus `L2`. -/
theorem sum_E_sq {A : Type*} [Ring A] (c a : Fin M → Fin 2 → A) :
    ∑ p, ∑ q, E c a p q ^ 2 = ∑ p, ∑ q, E c a p q * E c a q p - orbSq c a := by
  -- a double sum without diagonal is a sum over pairs p < q
  have pairs : ∀ g : Fin M → Fin M → A, (∀ p, g p p = 0) → ∑ p, ∑ q, g p q =
      ∑ p, ∑ q ∈ univ.filter (fun q => p < q), (g p q + g q p) := by
    intro g hg
    have split : ∀ p q, g p q =
        (if p < q then g p q else 0) + (if q < p then g p q else 0) := by
      intro p q
      rcases lt_trichotomy p q with h | h | h
      · rw [if_pos h, if_neg (lt_asymm h), add_zero]
      · subst h
        simp [hg]
      · rw [if_neg (lt_asymm h), if_pos h, zero_add]
    calc ∑ p, ∑ q, g p q = ∑ p, ∑ q, (if p < q then g p q else 0) +
          ∑ p, ∑ q, (if q < p then g p q else 0) := by
          rw [← sum_add_distrib]
          refine sum_congr rfl fun p _ => ?_
          rw [← sum_add_distrib]
          exact sum_congr rfl fun q _ => split p q
      _ = ∑ p, ∑ q, (if p < q then g p q else 0) +
          ∑ p, ∑ q, (if p < q then g q p else 0) := by
          congr 1
          exact sum_comm
      _ = _ := by
          rw [← sum_add_distrib]
          refine sum_congr rfl fun p _ => ?_
          rw [← sum_add_distrib, sum_filter]
          refine sum_congr rfl fun q _ => ?_
          split_ifs <;> simp
  have h2 : ∑ p, ∑ q, (E c a p q ^ 2 - E c a p q * E c a q p) = -orbSq c a := by
    refine (pairs (fun p q => E c a p q ^ 2 - E c a p q * E c a q p)
      (fun p => by simp [sq])).trans ?_
    rw [orbSq, neg_neg]
    refine sum_congr rfl fun p _ => sum_congr rfl fun q _ => ?_
    simp only [sq]
    noncomm_ring
  simp only [sum_sub_distrib] at h2
  rw [sub_eq_iff_eq_add.mp h2]
  abel
```

## Two spin values: closing the identity

Write $X=\sum_{pq}(E_{pq}E_{qp}-E_{pp})$ and $Q=\sum_{st}F_{st}F_{ts}$. The exchange formula gives $X=2N-Q$. Because there are two spin values, $N=F_{00}+F_{11}$, and expanding the squares gives

$$N^2+4S^2=2Q,\qquad 2X=4N-N^2-4S^2 .$$

Since $\sum_{pq}E_{pp}=MN$, the squared hops sum to $X+MN-L_2$. The left side of the identity is therefore

$$X+(X+MN-L_2)-N=2X+(M-1)N-L_2,$$

which is the stated right side. In the proof, `hX` is the formula for $X$, `h4` the one for $4S^2$, and `hM` and `hD` count the one-body terms.

```lean
/-- Exchange plus pair hopping, summed over all orbitals, is a function of particle number, total
spin and `L2`. -/
theorem hund_exchange {c a : Fin M → Fin 2 → A} (h : CAR c a) :
    ∑ p, ∑ q, (E c a p q * E c a q p - E c a p p + E c a p q ^ 2 -
      if p = q then E c a p p else 0) =
    ((M : ℂ) + 3) • num c a - num c a * num c a - (4 : ℂ) • spinSq c a - orbSq c a := by
  have hN : num c a = F c a 0 0 + F c a 1 1 := by
    simp only [num, E, F, Fin.sum_univ_two, sum_add_distrib]
  have hM : ∑ p, ∑ _q : Fin M, E c a p p = (M : ℂ) • num c a := by
    simp only [num, sum_const, card_univ, Fintype.card_fin, smul_sum,
      Nat.cast_smul_eq_nsmul]
  have e : ∀ p q, E c a p q * E c a q p - E c a p p =
      ∑ s, ∑ t, c p s * c q t * a p t * a q s := by
    intro p q
    rw [E_mul_E h, if_pos rfl, add_sub_cancel_left]
  -- exchange summed over orbitals, in terms of spin operators
  have hX : ∑ p, ∑ q, (E c a p q * E c a q p - E c a p p) =
      (2 : ℂ) • (F c a 0 0 + F c a 1 1) - (F c a 0 0 * F c a 0 0 + F c a 1 1 * F c a 1 1 +
        F c a 0 1 * F c a 1 0 + F c a 1 0 * F c a 0 1) := by
    simp only [e, Fin.sum_univ_two, sum_add_distrib, exchange_as_spin h]
    module
  simp only [sum_sub_distrib, hM] at hX
  -- the spin operators recombine into N² and S²
  have h4 : (4 : ℂ) • spinSq c a = (2 : ℂ) • (F c a 0 0 * F c a 0 0 +
      F c a 1 1 * F c a 1 1 + F c a 0 1 * F c a 1 0 + F c a 1 0 * F c a 0 1) -
      num c a * num c a := by
    simp only [spinSq, Sz, hN, smul_mul_assoc, mul_smul_comm, sub_mul, mul_sub,
      add_mul, mul_add]
    module
  have hD : ∑ p, ∑ q, (if p = q then E c a p p else 0) = num c a := by
    simp only [sum_ite_eq, mem_univ, if_true, num]
  simp only [sum_add_distrib, sum_sub_distrib, hM, hD, sum_E_sq, h4]
  linear_combination (norm := module) (2 : ℂ) • hX - (4 : ℂ) • hN
```

With more than two spin values, $Q$ involves further spin operators, and $N$ and $S^2$ do not in general determine it.

Normal ordering also turns the density part of the Kanamori interaction into $\tfrac V2(N^2-N)$. The exchange and pair-hopping parts are $J/2$ times the sum just evaluated.

```lean
/-- The Kanamori interaction of any number of orbitals, written through particle number,
total spin and `L2`. -/
theorem kanamori_eq {c a : Fin M → Fin 2 → A} (h : CAR c a) (V J : ℂ) :
    kanamori c a V J = (V / 2) • (num c a * num c a - num c a) +
      (J / 2) • (((M : ℂ) + 3) • num c a - num c a * num c a -
        (4 : ℂ) • spinSq c a - orbSq c a) := by
  have hd : ∀ p q, ∑ s, ∑ t, c p s * c q t * a q t * a p s =
      E c a p p * E c a q q - if p = q then E c a p q else 0 := by
    intro p q
    rw [E_mul_E h, add_sub_cancel_left]
  have hx : ∀ p q, ∑ s, ∑ t, c p s * c q t * a p t * a q s =
      E c a p q * E c a q p - E c a p p := by
    intro p q
    rw [E_mul_E h, if_pos rfl, add_sub_cancel_left]
  have hp : ∀ p q, ∑ s, ∑ t, c p s * c p t * a q t * a q s =
      E c a p q ^ 2 - if p = q then E c a p p else 0 := by
    intro p q
    rw [sq, E_mul_E h]
    by_cases hpq : p = q
    · subst hpq
      rw [if_pos rfl, add_sub_cancel_left]
    · rw [if_neg hpq, if_neg (Ne.symm hpq), zero_add, sub_zero]
  have hN2 : num c a * num c a - num c a =
      ∑ p, ∑ q, (E c a p p * E c a q q - if p = q then E c a p q else 0) := by
    simp only [num, sum_mul_sum, sum_sub_distrib, sum_ite_eq, mem_univ, if_true]
  rw [← hund_exchange h, hN2, kanamori]
  simp only [sum_add_distrib, ← smul_sum, hd, hx, hp, sum_sub_distrib]
  module
```

## Anticommuting creators: two electrons in one orbital

The proofs so far never call on `cc`. It enters here as the Pauli principle: $c_{ps}^2=0$ removes the equal-spin terms, and the two opposite-spin terms agree, leaving $2n_{p0}n_{p1}$ with $n_{ps}=c_{ps}a_{ps}$.

```lean
/-- Within one orbital the spin-summed two-body term is twice the product of the up and
down occupations. -/
theorem same_orbital {c a : Fin M → Fin 2 → A} (h : CAR c a) (p : Fin M) :
    ∑ s, ∑ t, c p s * c p t * a p t * a p s =
      (2 : ℂ) • (c p 0 * a p 0 * (c p 1 * a p 1)) := by
  -- Pauli principle: no double creation in one spin orbital
  have hz : ∀ s, c p s * c p s = 0 := by
    intro s
    have h1 : c p s * c p s = (1 / 2 : ℂ) • (c p s * c p s + c p s * c p s) := by module
    rw [h1, h.cc, smul_zero]
  have h1 : c p 1 * c p 0 * a p 0 * a p 1 = c p 0 * c p 1 * a p 1 * a p 0 := by
    linear_combination (norm := noncomm_ring)
      h.cc p p 1 0 * a p 0 * a p 1 - c p 0 * c p 1 * h.aa p p 0 1
  rw [hop_mul_hop h, if_neg (by simp), zero_add]
  simp only [Fin.sum_univ_two, hz, h1, zero_mul]
  module
```

At $p=q$ all three Kanamori terms have this form, so the repulsion within an orbital is $U=V+2J$.

## Three orbitals

For $M=3$, $L_2$ is the sum of squares of three components $-i(E_{pq}-E_{qp})$, the orbital angular momentum of a $p$ shell in real orbitals.

```lean
/-- For three orbitals `L2` is the sum of the squares of the three components
`-i (E_pq - E_qp)`. -/
theorem orbSq_three (c a : Fin 3 → Fin 2 → A) :
    orbSq c a = ((-Complex.I) • (E c a 1 2 - E c a 2 1)) ^ 2 +
      ((-Complex.I) • (E c a 2 0 - E c a 0 2)) ^ 2 +
      ((-Complex.I) • (E c a 0 1 - E c a 1 0)) ^ 2 := by
  have hL : ∀ x : A, ((-Complex.I) • x) ^ 2 = -x ^ 2 := by
    intro x
    rw [smul_pow, neg_sq, Complex.I_sq, neg_smul, one_smul]
  simp only [hL, orbSq, sum_filter, Fin.sum_univ_three, Fin.isValue, Fin.reduceLT,
    lt_self_iff_false, if_true, if_false]
  noncomm_ring
```

The model already ties the intra-orbital repulsion to $U=V+2J$, so writing $V=U-2J$ only renames a parameter and imposes no further condition. It gives

$$\frac{U-3J}{2}N(N-1)+\frac{5J}{2}N-2J\,S^2-\frac J2L_2 .$$

```lean
/-- Three-orbital Kanamori Hamiltonian with inter-orbital repulsion `U - 2J`, in terms of
`N`, `S²` and `L2`. -/
theorem kanamori_three {c a : Fin 3 → Fin 2 → A} (h : CAR c a) (U J : ℂ) :
    kanamori c a (U - 2 * J) J = ((U - 3 * J) / 2) • (num c a * num c a - num c a) +
      (5 / 2 * J) • num c a - (2 * J) • spinSq c a - (J / 2) • orbSq c a := by
  rw [kanamori_eq h]
  push_cast
  module
```

At fixed $N$ and for $J>0$, this interaction energy falls as $S^2$ grows at fixed $L_2$, and as $L_2$ grows at fixed $S^2$. Two states that differ in both must be compared through the whole formula: for two electrons, the last two terms give $-5J$ for $S=1$, $L=1$ but only $-3J$ for $S=0$, $L=2$.

## A Fock space satisfying all three relations

For every $M$, the exterior algebra over the spin orbitals provides such operators: creation is the wedge product, annihilation is contraction.

```lean
/-- Fermionic Fock space: the exterior algebra over the spin orbitals, as the Clifford
algebra of the zero form. -/
abbrev Fock (M : ℕ) := CliffordAlgebra (0 : QuadraticForm ℂ (Fin M × Fin 2 → ℂ))

/-- Creation on Fock space: wedge product with a spin orbital. -/
def create (p : Fin M) (s : Fin 2) : Module.End ℂ (Fock M) :=
  LinearMap.mulLeft ℂ (CliffordAlgebra.ι _ (Pi.single (p, s) 1))

/-- Annihilation on Fock space: contraction with a spin orbital. -/
def annihilate (p : Fin M) (s : Fin 2) : Module.End ℂ (Fock M) :=
  CliffordAlgebra.contractLeft (LinearMap.proj (p, s))
```

Wedge products of vectors anticommute, and so do contractions. The mixed relation follows from the product rule $d\rfloor(v\wedge x)=d(v)\,x-v\wedge(d\rfloor x)$, where $d$ reads off one coordinate of the vector $v$.

```lean
/-- Creation and annihilation on Fock space obey the anticommutation relations for any
number of orbitals. -/
theorem CAR_witness (M : ℕ) : CAR (create (M := M)) (annihilate (M := M)) where
  cc p q s t := by
    refine LinearMap.ext fun x => ?_
    change CliffordAlgebra.ι _ _ * (CliffordAlgebra.ι _ _ * x) +
      CliffordAlgebra.ι _ _ * (CliffordAlgebra.ι _ _ * x) = 0
    rw [← mul_assoc, ← mul_assoc, ← add_mul, CliffordAlgebra.ι_mul_ι_add_swap]
    simp [QuadraticMap.polar]
  aa p q s t := by
    refine LinearMap.ext fun x => ?_
    change CliffordAlgebra.contractLeft (LinearMap.proj (p, s))
        (CliffordAlgebra.contractLeft (LinearMap.proj (q, t)) x) +
      CliffordAlgebra.contractLeft (LinearMap.proj (q, t))
        (CliffordAlgebra.contractLeft (LinearMap.proj (p, s)) x) = 0
    exact add_eq_zero_iff_eq_neg.mpr (CliffordAlgebra.contractLeft_comm _ _ _)
  ac p q s t := by
    refine LinearMap.ext fun x => ?_
    change CliffordAlgebra.contractLeft (LinearMap.proj (p, s))
        (CliffordAlgebra.ι _ (Pi.single (q, t) 1) * x) +
      CliffordAlgebra.ι _ (Pi.single (q, t) 1) *
        (CliffordAlgebra.contractLeft (LinearMap.proj (p, s)) x) = _
    rw [CliffordAlgebra.contractLeft_ι_mul, sub_add_cancel]
    by_cases hd : p = q ∧ s = t
    · obtain ⟨rfl, rfl⟩ := hd
      simp
    · have hne : (p, s) ≠ (q, t) := fun e => hd ⟨congrArg Prod.fst e, congrArg Prod.snd e⟩
      rw [if_neg hd, LinearMap.proj_apply, Pi.single_eq_of_ne hne, zero_smul,
        LinearMap.zero_apply]

end

end HundExchange
```

Another model would take an algebra with an adjoint and define $c_{ps}=a_{ps}^\dagger$. Then `cc` would follow from `aa`, and $S^2$ and $L_2$ would be Hermitian, but the Fock space would need an inner product. The version here is purely algebraic and also covers creators that are not adjoints of the annihilators, as in a biorthogonal basis.

```lean
#print axioms HundExchange.hund_exchange
-- 'HundExchange.hund_exchange' depends on axioms: [propext, Classical.choice, Quot.sound]
#print axioms HundExchange.same_orbital
-- 'HundExchange.same_orbital' depends on axioms: [propext, Classical.choice, Quot.sound]
#print axioms HundExchange.orbSq_three
-- 'HundExchange.orbSq_three' depends on axioms: [propext, Classical.choice, Quot.sound]
#print axioms HundExchange.kanamori_three
-- 'HundExchange.kanamori_three' depends on axioms: [propext, Classical.choice, Quot.sound]
```
